# Nosé–Hoover trajectories with bounded energy and friction have zero long-time mean friction, and a correct mean temperature does not establish canonical sampling

A molecular dynamics code with a Nosé–Hoover thermostat usually accumulates the time integral of the friction and adds it, multiplied by a constant, to the energy of the system and thermostat. The sum should stay constant, and its drift is a check on the integration. The same balance fixes the mean friction: if the physical energy and the friction stay bounded, the mean friction tends to zero. This holds for exact continuous-time trajectories of finitely many classical coordinates in a differentiable potential, at a positive target temperature. A free-particle trajectory then shows that zero mean friction and the correct mean temperature can occur together with wrong momentum averages.

## Energies and equations of motion

There are \(n\) Cartesian coordinates \(q_i\) with momenta \(p_i\) and masses \(m_i\), so \(N\) particles in three dimensions have \(n=3N\). The potential is \(V(q)\) and the friction is \(\xi\). The thermostat mass \(Q\) sets how slowly the friction responds, and \(g\) is the number of thermostatted degrees of freedom. The symbol \(kT\) is a single number, the target thermal energy; \(T\) alone denotes elapsed time. In Lean, `Fin n → ℝ` is the type of a list of \(n\) real components, and a trajectory is a function of time with values in it.

```lean
import Mathlib

open Filter Topology MeasureTheory

namespace NoseHooverAverages

noncomputable section

variable {n : ℕ} {V : (Fin n → ℝ) → ℝ} {m : Fin n → ℝ} {Q g kT : ℝ}
  {q p : ℝ → Fin n → ℝ} {ξ : ℝ → ℝ}
```

The kinetic energy is

\[
K(p)=\sum_i \frac{p_i^2}{2m_i}.
\]

```lean
/-- Kinetic energy of momenta `p` for nonzero masses `m`. -/
def kinetic (m p : Fin n → ℝ) : ℝ := ∑ i, p i ^ 2 / (2 * m i)
```

Adding the potential gives the physical energy \(H=K+V\).

```lean
/-- The physical energy, kinetic plus potential, for nonzero masses. -/
def energy (V : (Fin n → ℝ) → ℝ) (m q p : Fin n → ℝ) : ℝ := kinetic m p + V q
```

The thermostat carries an energy of its own, which gives the extended energy \(W=H+\tfrac12Q\xi^2\).

```lean
/-- The physical energy plus the energy `Q ξ² / 2` of the thermostat. -/
def extendedEnergy (V : (Fin n → ℝ) → ℝ) (m : Fin n → ℝ) (Q : ℝ)
    (q p : Fin n → ℝ) (ξ : ℝ) : ℝ := energy V m q p + Q / 2 * ξ ^ 2
```

The time average of an observable \(f\) is

\[
\bar f_T=\frac1T\int_0^T f(t)\,dt .
\]

```lean
/-- The average of an observable over the time interval from 0 to `T`, for `T ≠ 0`. -/
def timeAverage (f : ℝ → ℝ) (T : ℝ) : ℝ := (∫ t in (0 : ℝ)..T, f t) / T
```

The equations of motion are

\[
\dot q_i=\frac{p_i}{m_i},\qquad
\dot p_i=-\frac{\partial V}{\partial q_i}-\xi p_i,\qquad
Q\dot\xi=2K-g\,kT .
\]

The structure `IsNoseHoover` states them as derivatives at every real time, together with positive masses and \(Q>0\). The partial derivative appears as `fderiv ℝ V (q t) (Pi.single i 1)`, the derivative of \(V\) along the \(i\)-th unit vector. A global solution is therefore assumed; its existence for a given potential is not derived. The number \(g\) is an arbitrary real parameter here and need not equal \(n\).

```lean
/-- For differentiable `V`, a global solution of the Nosé–Hoover equations with positive masses,
thermostat mass `Q > 0`, `g` thermostatted degrees of freedom and temperature `kT`. -/
structure IsNoseHoover (V : (Fin n → ℝ) → ℝ) (m : Fin n → ℝ) (Q g kT : ℝ)
    (q p : ℝ → Fin n → ℝ) (ξ : ℝ → ℝ) : Prop where
  mass_pos : ∀ i, 0 < m i
  Q_pos : 0 < Q
  position : ∀ t i, HasDerivAt (fun s => q s i) (p t i / m i) t
  momentum : ∀ t i, HasDerivAt (fun s => p s i)
    (-(fderiv ℝ V (q t) (Pi.single i 1)) - ξ t * p t i) t
  friction : ∀ t, HasDerivAt ξ ((2 * kinetic m (p t) - g * kT) / Q) t
```

## Energy exchanged with the thermostat

By the chain rule,

\[
\dot K=\sum_i\frac{p_i\dot p_i}{m_i}
=-\sum_i\frac{p_i}{m_i}\frac{\partial V}{\partial q_i}-\xi\sum_i\frac{p_i^2}{m_i},
\qquad
\dot V=\sum_i\frac{\partial V}{\partial q_i}\frac{p_i}{m_i}.
\]

The force terms cancel in the sum, and the remaining sum is \(2K\), so \(\dot H=-2\xi K\). Whenever \(K>0\), positive friction removes energy and negative friction supplies it.

In the proof, `hk` is the derivative of \(K\) and `hv` that of \(V\) along the trajectory. The step `hdir` expands the velocity in unit vectors and uses linearity to obtain the sum over partial derivatives. Differentiability of \(V\) is enough; its derivative need not be continuous. The theorems ask for it at every configuration, which excludes Lennard-Jones and Coulomb potentials, singular where two particles meet. The argument uses it only at the points \(q(t)\), so by hand it also applies to these potentials along a trajectory on which no particles coincide.

```lean
/-- The thermostat changes the physical energy at the rate `-2 ξ K`. -/
theorem energy_hasDerivAt (h : IsNoseHoover V m Q g kT q p ξ) (hV : Differentiable ℝ V)
    (t : ℝ) : HasDerivAt (fun s => energy V m (q s) (p s))
      (-2 * ξ t * kinetic m (p t)) t := by
  have hk : HasDerivAt (fun s => kinetic m (p s))
      (∑ i, p t i * (-(fderiv ℝ V (q t) (Pi.single i 1)) - ξ t * p t i) / m i) t := by
    simp only [kinetic, pow_two]
    apply HasDerivAt.fun_sum
    intro i _
    exact (((h.momentum t i).fun_mul (h.momentum t i)).div_const (2 * m i)).congr_deriv
      (by ring)
  have hq : HasDerivAt q (fun i => p t i / m i) t := hasDerivAt_pi.2 (h.position t)
  have hv : HasDerivAt (fun s => V (q s)) (fderiv ℝ V (q t) (fun i => p t i / m i)) t :=
    HasFDerivAt.comp_hasDerivAt t (hV (q t)).hasFDerivAt hq
  -- expand the directional derivative of V in Cartesian components
  have hdir : fderiv ℝ V (q t) (fun i => p t i / m i)
      = ∑ i, p t i / m i * fderiv ℝ V (q t) (Pi.single i 1) := by
    have hs : (fun i => p t i / m i)
        = ∑ i, (p t i / m i) • (Pi.single i (1 : ℝ) : Fin n → ℝ) := by
      ext j
      simp [Finset.sum_apply, Pi.single_apply]
    refine (congrArg (fderiv ℝ V (q t)) hs).trans ?_
    rw [map_sum]
    exact Finset.sum_congr rfl (fun i _ => by rw [map_smul, smul_eq_mul])
  refine (hk.fun_add hv).congr_deriv ?_
  rw [hdir, ← Finset.sum_add_distrib, kinetic, Finset.mul_sum]
  exact Finset.sum_congr rfl (fun i _ => by ring)
```

The thermostat energy changes at the rate \(Q\xi\dot\xi=\xi(2K-g\,kT)\). Hence

\[
\dot W=-2\xi K+\xi(2K-g\,kT)=-g\,kT\,\xi .
\]

The kinetic energy has dropped out. In Lean, `hx` cancels \(Q\) in the friction equation, and `linear_combination` carries out the remaining algebra.

```lean
/-- The extended energy changes at the rate `-g kT ξ`. -/
theorem extendedEnergy_hasDerivAt (h : IsNoseHoover V m Q g kT q p ξ)
    (hV : Differentiable ℝ V) (t : ℝ) :
    HasDerivAt (fun s => extendedEnergy V m Q (q s) (p s) (ξ s)) (-(g * kT) * ξ t) t := by
  simp only [extendedEnergy, pow_two]
  refine ((energy_hasDerivAt h hV t).fun_add
    (((h.friction t).fun_mul (h.friction t)).const_mul (Q / 2))).congr_deriv ?_
  have hx : Q * ((2 * kinetic m (p t) - g * kT) / Q) = 2 * kinetic m (p t) - g * kT :=
    mul_div_cancel₀ _ h.Q_pos.ne'
  linear_combination ξ t * hx
```

Integrating from \(0\) to \(T\) gives

\[
g\,kT\int_0^T\xi\,dt=W(0)-W(T).
\]

The proof applies the fundamental theorem of calculus. The friction is continuous because it is differentiable, and this makes the integrand integrable.

```lean
/-- The accumulated friction up to time `T`, multiplied by `g kT`, equals the loss of extended
energy. -/
theorem integral_friction (h : IsNoseHoover V m Q g kT q p ξ) (hV : Differentiable ℝ V)
    (T : ℝ) : g * kT * (∫ t in (0 : ℝ)..T, ξ t)
      = extendedEnergy V m Q (q 0) (p 0) (ξ 0) - extendedEnergy V m Q (q T) (p T) (ξ T) := by
  have hc : Continuous ξ := continuous_iff_continuousAt.2 fun t => (h.friction t).continuousAt
  have key : (∫ t in (0 : ℝ)..T, -(g * kT) * ξ t)
      = extendedEnergy V m Q (q T) (p T) (ξ T) - extendedEnergy V m Q (q 0) (p 0) (ξ 0) :=
    intervalIntegral.integral_eq_sub_of_hasDerivAt
      (fun t _ => extendedEnergy_hasDerivAt h hV t)
      ((continuous_const.mul hc).intervalIntegrable 0 T)
  rw [intervalIntegral.integral_const_mul] at key
  linear_combination -key
```

In a code, this identity is the conserved quantity. With an accumulated variable \(\eta\) obeying \(\dot\eta=\xi\), it says that \(W+g\,kT\,\eta\) is constant. A discretised run conserves the sum only approximately. If it changes by \(D\) over time \(T\), then

\[
\frac{\eta(T)-\eta(0)}{T}=\frac{W(0)-W(T)+D}{g\,kT\,T},
\]

so when \(W\) stays bounded, a steady drift in the conserved quantity appears as a nonzero mean friction.

## Mean friction and the growth of the extended energy

Two elementary limits are needed. A constant divided by \(T\) tends to zero, and so does a bounded function: if \(|f(t)|\le C\) for \(t\ge0\), then \(|f(T)/T|\le C/T\) for \(T>0\). The lemma squeezes the quotient between zero and \(C/T\).

```lean
/-- A quantity bounded at all later times, divided by the elapsed time, tends to zero. -/
theorem tendsto_div_time {f : ℝ → ℝ} {C : ℝ} (hf : ∀ t, 0 ≤ t → |f t| ≤ C) :
    Tendsto (fun T => f T / T) atTop (𝓝 0) := by
  have hC : Tendsto (fun T : ℝ => C / T) atTop (𝓝 0) := tendsto_const_nhds.div_atTop tendsto_id
  refine squeeze_zero_norm' ?_ hC
  filter_upwards [eventually_gt_atTop (0 : ℝ)] with T hT
  rw [Real.norm_eq_abs, abs_div, abs_of_pos hT]
  exact div_le_div_of_nonneg_right (hf T hT.le) hT.le
```

Dividing the integrated balance by \(T\) gives

\[
g\,kT\,\bar\xi_T=\frac{W(0)}T-\frac{W(T)}T .
\]

The first term on the right tends to zero. For \(g>0\) and \(kT>0\), therefore,

\[
\bar\xi_T\to0\quad\Longleftrightarrow\quad \frac{W(T)}T\to0 .
\]

The theorem states this equivalence, with `Tendsto … atTop (𝓝 0)` meaning convergence to zero as \(T\to\infty\). The identity is called `key` in the proof, and each direction solves it for one of the two quantities and takes the limit.

```lean
/-- For positive `g` and `kT`, the mean friction tends to zero exactly when the extended energy
divided by the elapsed time tends to zero. -/
theorem mean_friction_iff (h : IsNoseHoover V m Q g kT q p ξ) (hV : Differentiable ℝ V)
    (hg : 0 < g) (hkT : 0 < kT) :
    Tendsto (timeAverage ξ) atTop (𝓝 0) ↔
      Tendsto (fun T => extendedEnergy V m Q (q T) (p T) (ξ T) / T) atTop (𝓝 0) := by
  have h0 : Tendsto (fun T : ℝ => extendedEnergy V m Q (q 0) (p 0) (ξ 0) / T) atTop (𝓝 0) :=
    tendsto_const_nhds.div_atTop tendsto_id
  have hgk : g * kT ≠ 0 := (mul_pos hg hkT).ne'
  have key : ∀ T, g * kT * timeAverage ξ T = extendedEnergy V m Q (q 0) (p 0) (ξ 0) / T
      - extendedEnergy V m Q (q T) (p T) (ξ T) / T := fun T => by
    rw [timeAverage, ← mul_div_assoc, integral_friction h hV T, sub_div]
  constructor
  · intro ha
    have hl := h0.sub (ha.const_mul (g * kT))
    rw [mul_zero, sub_zero] at hl
    exact hl.congr fun T => by linarith [key T]
  · intro hw
    have hl := (h0.sub hw).div_const (g * kT)
    rw [sub_zero, zero_div] at hl
    exact hl.congr fun T => by rw [← key T, mul_div_cancel_left₀ _ hgk]
```

Now suppose that \(|H|\le A\) and \(|\xi|\le B\) for all \(t\ge0\). Physically, the energy and the friction stay within fixed limits at all later times. Then

\[
|W|\le |H|+\tfrac12Q\xi^2\le A+\tfrac12QB^2,
\]

so \(W(T)/T\to0\) and the mean friction vanishes. The bounds are assumptions about the trajectory and are not derived from the potential. They are stronger than necessary: a trajectory that samples the canonical distribution, in which \(\xi\) is Gaussian, sooner or later exceeds every bound on \(\xi\). For such a trajectory the relevant condition is \(W(T)/T\to0\), as in the preceding theorem. The proof establishes the bound on \(W\) and passes it to the two preceding results.

```lean
/-- If the physical energy and the friction stay bounded, the time average of the friction
tends to zero. -/
theorem mean_friction_tendsto_zero (h : IsNoseHoover V m Q g kT q p ξ)
    (hV : Differentiable ℝ V) (hg : 0 < g) (hkT : 0 < kT) {A B : ℝ}
    (hA : ∀ t, 0 ≤ t → |energy V m (q t) (p t)| ≤ A) (hB : ∀ t, 0 ≤ t → |ξ t| ≤ B) :
    Tendsto (timeAverage ξ) atTop (𝓝 0) := by
  refine (mean_friction_iff h hV hg hkT).2 (tendsto_div_time (C := A + Q / 2 * B ^ 2) ?_)
  intro t ht
  have hQ : 0 ≤ Q / 2 := (half_pos h.Q_pos).le
  have hE := abs_le.1 (hA t ht)
  have hx := abs_le.1 (hB t ht)
  have h1 : Q / 2 * ξ t ^ 2 ≤ Q / 2 * B ^ 2 :=
    mul_le_mul_of_nonneg_left (sq_le_sq' hx.1 hx.2) hQ
  have h2 : 0 ≤ Q / 2 * ξ t ^ 2 := mul_nonneg hQ (sq_nonneg _)
  rw [extendedEnergy, abs_le]
  constructor <;> linarith [hE.1, hE.2]
```

The mean temperature follows from a similar balance, derived here by hand and not proved in Lean for general trajectories. Integrating the friction equation gives

\[
2\bar K_T-g\,kT=\frac{Q\,[\xi(T)-\xi(0)]}{T},
\]

and the right-hand side tends to zero when \(\xi\) is bounded. The mean kinetic energy \(g\,kT/2\), which is the canonical value when \(g=n\), is thus a consequence of bounded friction, whether or not the trajectory explores phase space.

## Free particles with the correct temperature and the wrong mean momentum

Take \(V=0\) and \(g=n\), and give every coordinate the constant momentum \(p_i=\sqrt{m_i\,kT}\).

```lean
/-- Constant momenta `√(m_i kT)`. -/
def ballisticMomentum (m : Fin n → ℝ) (kT : ℝ) : Fin n → ℝ := fun i => √(m i * kT)
```

Each coordinate then contributes \(p_i^2/(2m_i)=kT/2\), so \(K=n\,kT/2\) and \(2K-g\,kT=0\). The friction can remain zero, the momenta remain constant, and \(q_i(t)=t\,p_i/m_i\) completes the solution. The theorem checks all the equations of motion and the constant energy; `hK` is the sum over coordinates.

```lean
/-- Free particles moving with the constant momenta `√(m_i kT)` and zero friction solve the
Nosé–Hoover equations with `g = n`, at constant energy `n kT / 2`. -/
theorem ballistic_witness (hm : ∀ i, 0 < m i) (hQ : 0 < Q) (hkT : 0 < kT) :
    IsNoseHoover (fun _ => 0) m Q n kT (fun t i => t * (ballisticMomentum m kT i / m i))
      (fun _ => ballisticMomentum m kT) (fun _ => 0) ∧
    ∀ x, energy (fun _ => 0) m x (ballisticMomentum m kT) = n * kT / 2 := by
  have hK : kinetic m (ballisticMomentum m kT) = n * kT / 2 := by
    have hi : ∀ i ∈ Finset.univ, ballisticMomentum m kT i ^ 2 / (2 * m i) = kT / 2 := by
      intro i _
      have := (hm i).ne'
      rw [ballisticMomentum, Real.sq_sqrt (mul_pos (hm i) hkT).le]
      field_simp
    rw [kinetic, Finset.sum_congr rfl hi, Finset.sum_const, Finset.card_univ,
      Fintype.card_fin, nsmul_eq_mul]
    ring
  refine ⟨⟨hm, hQ, fun t i => ?_, fun t i => ?_, fun t => ?_⟩, fun x => ?_⟩
  · exact ((hasDerivAt_id' t).mul_const _).congr_deriv (one_mul _)
  · exact (hasDerivAt_const t _).congr_deriv (by simp)
  · exact (hasDerivAt_const t _).congr_deriv (by rw [hK]; ring)
  · rw [energy, hK, add_zero]
```

Free particles in unbounded space have no normalisable canonical distribution of positions, so the comparison is meant for a periodic box, in which the momenta of this trajectory are the same. In the canonical distribution there, a momentum component of mass \(M\) has the mean

\[
\langle p\rangle=
\frac{\int x\,e^{-x^2/(2M\,kT)}\,dx}{\int e^{-x^2/(2M\,kT)}\,dx}.
\]

```lean
/-- The canonical mean of one momentum component, for positive mass `M` and temperature `kT`. -/
def canonicalMomentum (M kT : ℝ) : ℝ :=
  (∫ x : ℝ, x * Real.exp (-(1 / (2 * M * kT)) * x ^ 2)) /
    ∫ x : ℝ, Real.exp (-(1 / (2 * M * kT)) * x ^ 2)
```

The integrand in the numerator is odd, so its integral equals its own negative and vanishes. In Lean, `integral_neg_eq_self` supplies the substitution \(x\mapsto-x\). The theorem also states integrability, because Lean assigns the value zero to the integral of a non-integrable function, and here the zero has to come from the symmetry.

```lean
/-- The canonical momentum integrand is integrable and the canonical mean momentum is zero. -/
theorem canonicalMomentum_eq_zero {M : ℝ} (hM : 0 < M) (hkT : 0 < kT) :
    Integrable (fun x : ℝ => x * Real.exp (-(1 / (2 * M * kT)) * x ^ 2)) ∧
      canonicalMomentum M kT = 0 := by
  refine ⟨integrable_mul_exp_neg_mul_sq (by positivity), ?_⟩
  -- the integrand is odd
  have h1 := integral_neg_eq_self
    (fun x : ℝ => x * Real.exp (-(1 / (2 * M * kT)) * x ^ 2)) volume
  simp only [neg_sq, neg_mul, integral_neg] at h1
  have h2 : (∫ x : ℝ, x * Real.exp (-(1 / (2 * M * kT)) * x ^ 2)) = 0 := by
    simp only [neg_mul]
    linarith
  rw [canonicalMomentum, h2, zero_div]
```

Along the free-particle trajectory, both observables are constant, so for every \(T>0\)

\[
\bar K_T=\frac{n\,kT}{2},\qquad
\bar p_{i,T}=\sqrt{m_i\,kT}>0=\langle p_i\rangle .
\]

The last theorem states the limit of the mean kinetic energy and, for every \(i\), the failure of the mean momentum to reach its canonical value. It speaks of the constant observables directly; `ballistic_witness` identifies them with a Nosé–Hoover solution. In the proof, `hconst` computes the average of a constant, and uniqueness of limits would force \(\sqrt{m_i\,kT}=0\), a contradiction. For \(n=0\) there is no momentum component to compare, so the discrepancy requires at least one coordinate.

```lean
/-- For the constant momenta `√(m_i kT)` the mean kinetic energy tends to `n kT / 2`, yet no
momentum component has a time average tending to its canonical mean. -/
theorem correct_temperature_without_ergodicity (hm : ∀ i, 0 < m i) (hkT : 0 < kT) :
    Tendsto (timeAverage fun _ => kinetic m (ballisticMomentum m kT)) atTop
      (𝓝 (n * kT / 2)) ∧
    ∀ i, ¬ Tendsto (timeAverage fun _ => ballisticMomentum m kT i) atTop
      (𝓝 (canonicalMomentum (m i) kT)) := by
  have hconst : ∀ c : ℝ, Tendsto (timeAverage fun _ => c) atTop (𝓝 c) := by
    intro c
    refine tendsto_const_nhds.congr' ?_
    filter_upwards [eventually_gt_atTop (0 : ℝ)] with T hT
    simp only [timeAverage, intervalIntegral.integral_const, sub_zero, smul_eq_mul]
    exact (mul_div_cancel_left₀ c hT.ne').symm
  constructor
  · have hE := (ballistic_witness hm one_pos hkT).2 0
    rw [energy, add_zero] at hE
    rw [hE]
    exact hconst _
  · intro i hi
    have hlim := tendsto_nhds_unique (hconst _) hi
    rw [(canonicalMomentum_eq_zero (hm i) hkT).2] at hlim
    exact (Real.sqrt_pos.2 (mul_pos (hm i) hkT)).ne' hlim

end

end NoseHooverAverages
```

```lean
#print axioms NoseHooverAverages.mean_friction_tendsto_zero
#print axioms NoseHooverAverages.correct_temperature_without_ergodicity
```

```
'NoseHooverAverages.mean_friction_tendsto_zero' depends on axioms: [propext, Classical.choice, Quot.sound]
'NoseHooverAverages.correct_temperature_without_ergodicity' depends on axioms: [propext, Classical.choice, Quot.sound]
```

The example is a single, specially prepared trajectory of non-interacting particles, whereas ergodicity concerns almost all initial conditions. For equal masses all the particles move with the same velocity, so the kinetic energy is entirely centre-of-mass motion, which simulation codes often remove. The discrepancy does not depend on this: with an even number of equal particles, reversing the momenta of half of them gives another solution with the same kinetic energy and zero total momentum, and the individual mean momenta are still wrong. A code that removes the centre-of-mass motion in three dimensions normally sets \(g=n-3\); multiplying all these momenta by \(\sqrt{(n-3)/n}\) then gives a solution with the matching kinetic energy \(g\,kT/2\). What the example rules out is the inference from a correct mean temperature to canonical averages along the same trajectory. In a simulation, further evidence about sampling can come from other observables, such as the distributions of individual momenta, and from runs with different initial conditions.
